# In finite dimension, the energy error of a unit trial vector is bounded on both sides by $\sin^2\theta$ times a level spacing

## Energy, angle and eigenbasis

Let $V$ be a real or complex inner product space with a finite orthonormal basis $u_i$. The inner product $\langle\cdot,\cdot\rangle$ is conjugate-linear in its first argument. Let $H$ be a linear operator on $V$ with
$$H u_i = E_i u_i,\qquad E_i\in\mathbb R .$$

Fix one index $g$. In the main application $E_g$ is the ground-state energy, though the bounds hold for any choice of $g$. For a unit vector $x$, define the weights, the energy and the squared sine by
$$w_i=|\langle u_i,x\rangle|^2,\qquad \mathcal E(x)=\operatorname{Re}\langle x,Hx\rangle,\qquad \sin^2\theta = 1-w_g .$$

The angle is measured to the chosen vector $u_g$. If the level $E_g$ is degenerate, $x$ can have the exact energy $E_g$ and still make a large angle with $u_g$.

## What an energy error says about a state

Let $E_2$ and $E_{\max}$ be two real numbers; the subscript 2 is part of the name and not a value of the index $i$. Suppose that $E_i$ lies in $[E_2,E_{\max}]$ for every index $i\ne g$, including any with $E_i=E_g$. Then
$$(E_2-E_g)\sin^2\theta\;\le\;\mathcal E(x)-E_g\;\le\;(E_{\max}-E_g)\sin^2\theta .$$

For a Hamiltonian matrix in a fixed finite orthonormal basis, the upper bound says that an error of first order in the ground-state vector gives an energy error of only second order, relative to the lowest eigenvalue of that same matrix. When $E_2>E_g$, the lower bound works in the other direction: an energy error that is small compared with $E_2-E_g$ certifies a small angle. An energy error that is merely small in absolute terms does not, because another level may lie just above $E_g$.

Take levels $0,1,3$ with $E_g=0$, $E_2=1$, $E_{\max}=3$ and $\sin^2\theta=0.01$. The energy then lies between $0.01$ and $0.03$. It is $0.01$ if the admixture is entirely the eigenvector with energy $1$, and $0.03$ if it is entirely the eigenvector with energy $3$.

## The statement in Lean's terms

The main theorem is `energy_error_bounds`.

- The scalar field `𝕜` is real or complex by `RCLike 𝕜`. The finite index type `ι` labels the levels, so $V$ is finite-dimensional and continuous spectra are not covered.
- `IsEigenbasis H u E` is the relation $Hu_i=E_iu_i$ with real `E i`. The theorem assumes it, and `symmetric_isEigenbasis` supplies it for every symmetric operator in finite dimension. A real symmetric matrix is covered through the operator it defines.
- `energy H x` is $\mathcal E(x)$, and `sinSq 𝕜 (u g) x` is $\sin^2\theta$. The angle itself is never defined.
- `hx : ‖x‖ = 1` is the normalisation. An unnormalised trial vector must first be divided by its norm.
- `hlow` and `hhigh` place every level with `i ≠ g` in $[E_2,E_{\max}]$. No ordering between `E g` and `E2` is required.

## The energy as a weighted average of levels

Expand $x=\sum_i\langle u_i,x\rangle u_i$ and apply $H$:
$$Hx=\sum_i \langle u_i,x\rangle E_i u_i .$$
Taking the inner product with $x$ gives
$$\langle x,Hx\rangle=\sum_i E_i\langle u_i,x\rangle\langle x,u_i\rangle=\sum_i E_i w_i ,$$
which is real, so $\mathcal E(x)=\sum_i E_iw_i$. Since $\|x\|=1$, Parseval's identity gives $\sum_i w_i=1$, and therefore
$$\sin^2\theta=1-w_g=\sum_{i\ne g}w_i .$$

Subtracting $E_g=E_g\sum_i w_i$ from the energy removes the term $i=g$:
$$\mathcal E(x)-E_g=\sum_{i\neq g}(E_i-E_g)w_i .$$
Now let $c$ be any real reference energy and subtract $(c-E_g)\sin^2\theta=\sum_{i\ne g}(c-E_g)w_i$:
$$\mathcal E(x)-E_g-(c-E_g)\sin^2\theta=\sum_{i\neq g}(E_i-c)\,w_i .$$

With $c=E_2$ every term on the right is nonnegative, which is the lower bound. With $c=E_{\max}$ every term is nonpositive, which is the upper bound. If $V$ is one-dimensional, the sum is empty and all three members of the inequality vanish.

## Equality, overlap and distance

A sum of terms of one sign vanishes only if each term does. The lower bound is therefore an equality exactly when $\langle u_i,x\rangle=0$ for every $i\ne g$ with $E_i\neq E_2$. The upper bound has the same condition with $E_{\max}$ in place of $E_2$.

If $E_2>E_g$, dividing the lower bound by the gap gives Eckart's criterion, here for a finite-dimensional space:
$$|\langle u_g,x\rangle|^2\ge 1-\frac{\mathcal E(x)-E_g}{E_2-E_g}.$$

For any scalar $\alpha$, subtracting $\alpha u_g$ from $x$ changes only the component along $u_g$, so
$$\|x-\alpha u_g\|^2=|\langle u_g,x\rangle-\alpha|^2+\sum_{i\ne g}w_i\ge\sin^2\theta .$$
If $E_{\max}$ bounds all levels, including $E_g$, then $E_{\max}-E_g\ge0$ and the upper bound becomes
$$\mathcal E(x)-E_g\le(E_{\max}-E_g)\,\|x-\alpha u_g\|^2 .$$

## The same weights bound a residual

Replace the energy by the squared residual with respect to the exact level. Expanding in the eigenbasis gives $\|(H-E_g)x\|^2=\sum_{i\ne g}(E_i-E_g)^2w_i$. If $E_g\le E_2$, the same termwise comparison yields
$$(E_2-E_g)^2\sin^2\theta\le\|(H-E_g)x\|^2\le(E_{\max}-E_g)^2\sin^2\theta .$$
The file below treats energies only and contains no theorem about this residual.

## The complete Lean file

```lean
import Mathlib

open scoped Matrix

namespace RayleighEnergyError

noncomputable section

variable {𝕜 V ι : Type*} [RCLike 𝕜] [NormedAddCommGroup V] [InnerProductSpace 𝕜 V]
  [Fintype ι] [DecidableEq ι]

/-- The energy expectation value `⟨x, H x⟩` (its real part) of a unit vector `x`. -/
def energy (H : V →ₗ[𝕜] V) (x : V) : ℝ := RCLike.re (inner 𝕜 x (H x))

/-- The squared sine of the angle between the unit vectors `v` and `x`: one minus their
squared overlap. -/
def sinSq (𝕜 : Type*) {V : Type*} [RCLike 𝕜] [NormedAddCommGroup V] [InnerProductSpace 𝕜 V]
    (v x : V) : ℝ := 1 - ‖inner 𝕜 v x‖ ^ 2

/-- The orthonormal basis `u` consists of eigenvectors of `H` with real eigenvalues `E`. -/
def IsEigenbasis (H : V →ₗ[𝕜] V) (u : OrthonormalBasis ι 𝕜 V) (E : ι → ℝ) : Prop :=
  ∀ i, H (u i) = (E i : 𝕜) • u i

/-- Every symmetric operator on a finite-dimensional space has an orthonormal eigenbasis
with real eigenvalues. -/
theorem symmetric_isEigenbasis [FiniteDimensional 𝕜 V] {H : V →ₗ[𝕜] V}
    (hH : H.IsSymmetric) {n : ℕ} (hn : Module.finrank 𝕜 V = n) :
    IsEigenbasis H (hH.eigenvectorBasis hn) (hH.eigenvalues hn) :=
  fun i => hH.apply_eigenvectorBasis hn i

/-- The three-level Hamiltonian `diag(0, 1, 3)` has the standard basis as eigenbasis, and its
levels other than the first lie in `[1, 3]`. -/
theorem isEigenbasis_witness :
    IsEigenbasis (Matrix.toEuclideanLin (Matrix.diagonal (![0, 1, 3] : Fin 3 → ℝ)))
      (EuclideanSpace.basisFun (Fin 3) ℝ) ![0, 1, 3] ∧
    ∀ i : Fin 3, i ≠ 0 →
      1 ≤ (![0, 1, 3] : Fin 3 → ℝ) i ∧ (![0, 1, 3] : Fin 3 → ℝ) i ≤ 3 := by
  constructor
  · intro i
    ext j
    change (Matrix.diagonal (![0, 1, 3] : Fin 3 → ℝ) *ᵥ
      (EuclideanSpace.basisFun (Fin 3) ℝ i).ofLp) j = _
    rw [Matrix.mulVec_diagonal]
    fin_cases i <;> fin_cases j <;> simp
  · intro i hi
    fin_cases i
    · exact absurd rfl hi
    all_goals norm_num

variable {H : V →ₗ[𝕜] V} {u : OrthonormalBasis ι 𝕜 V} {E : ι → ℝ}

omit [DecidableEq ι] in
/-- The energy is the sum of the eigenvalues weighted by the squared overlaps of `x` with the
eigenvectors. -/
theorem energy_eq_sum (h : IsEigenbasis H u E) (x : V) :
    energy H x = ∑ i, E i * ‖inner 𝕜 (u i) x‖ ^ 2 := by
  -- expand `H x` in the eigenbasis
  have hx : H x = ∑ i, inner 𝕜 (u i) x • ((E i : 𝕜) • u i) := by
    conv_lhs => rw [← u.sum_repr' x]
    rw [map_sum]
    exact Finset.sum_congr rfl fun i _ => by rw [map_smul, h i]
  unfold energy
  rw [hx, inner_sum, map_sum]
  refine Finset.sum_congr rfl fun i _ => ?_
  have key : inner 𝕜 x (inner 𝕜 (u i) x • ((E i : 𝕜) • u i))
      = ((E i * ‖inner 𝕜 (u i) x‖ ^ 2 : ℝ) : 𝕜) := by
    rw [inner_smul_right, inner_smul_right, ← inner_conj_symm x (u i)]
    push_cast
    linear_combination (E i : 𝕜) * RCLike.mul_conj (inner 𝕜 (u i) x)
  rw [key, RCLike.ofReal_re]

/-- For a unit vector, the squared sine of the angle to `u g` is the total weight on the other
basis vectors. -/
theorem sinSq_eq_sum (u : OrthonormalBasis ι 𝕜 V) (g : ι) {x : V} (hx : ‖x‖ = 1) :
    sinSq 𝕜 (u g) x = ∑ i ∈ Finset.univ.erase g, ‖inner 𝕜 (u i) x‖ ^ 2 := by
  have h1 := u.sum_sq_norm_inner_right x
  have h2 := Finset.add_sum_erase Finset.univ (fun i => ‖inner 𝕜 (u i) x‖ ^ 2)
    (Finset.mem_univ g)
  rw [hx] at h1
  unfold sinSq
  linarith

/-- For a unit vector and any reference energy `c`, the energy error minus `(c - E g) sin² θ`
is the sum of the level offsets `E i - c` over `i ≠ g`, weighted by the squared overlaps. -/
theorem energy_error_sub (h : IsEigenbasis H u E) (g : ι) {x : V} (hx : ‖x‖ = 1) (c : ℝ) :
    energy H x - E g - (c - E g) * sinSq 𝕜 (u g) x
      = ∑ i ∈ Finset.univ.erase g, (E i - c) * ‖inner 𝕜 (u i) x‖ ^ 2 := by
  have h1 := energy_eq_sum h x
  have h2 := Finset.add_sum_erase Finset.univ (fun i => E i * ‖inner 𝕜 (u i) x‖ ^ 2)
    (Finset.mem_univ g)
  simp only [sub_mul, Finset.sum_sub_distrib, ← Finset.mul_sum]
  rw [← sinSq_eq_sum u g hx]
  unfold sinSq
  linear_combination h1 - h2

/-- If every `E i` with `i ≠ g` lies in `[E2, Emax]`, the energy error of a unit trial vector lies
between `(E2 - E g) sin² θ` and `(Emax - E g) sin² θ`, with `θ` its angle to `u g`. -/
theorem energy_error_bounds (h : IsEigenbasis H u E) (g : ι) {E2 Emax : ℝ}
    (hlow : ∀ i, i ≠ g → E2 ≤ E i) (hhigh : ∀ i, i ≠ g → E i ≤ Emax)
    {x : V} (hx : ‖x‖ = 1) :
    (E2 - E g) * sinSq 𝕜 (u g) x ≤ energy H x - E g ∧
      energy H x - E g ≤ (Emax - E g) * sinSq 𝕜 (u g) x := by
  constructor
  · -- measured from `E2`, every other level contributes a nonnegative amount
    rw [← sub_nonneg, energy_error_sub h g hx]
    exact Finset.sum_nonneg fun i hi => mul_nonneg
      (sub_nonneg.2 (hlow i (Finset.ne_of_mem_erase hi))) (sq_nonneg _)
  · -- measured from `Emax`, every other level contributes a nonpositive amount
    rw [← sub_nonpos, energy_error_sub h g hx]
    exact Finset.sum_nonpos fun i hi => mul_nonpos_of_nonpos_of_nonneg
      (sub_nonpos.2 (hhigh i (Finset.ne_of_mem_erase hi))) (sq_nonneg _)

/-- If every `E i` with `i ≠ g` is at least `E2`, the lower bound is an equality for a unit vector
exactly when it has no component on the levels `i ≠ g` with `E i ≠ E2`. -/
theorem lower_bound_eq_iff (h : IsEigenbasis H u E) (g : ι) {E2 : ℝ}
    (hlow : ∀ i, i ≠ g → E2 ≤ E i) {x : V} (hx : ‖x‖ = 1) :
    energy H x - E g = (E2 - E g) * sinSq 𝕜 (u g) x ↔
      ∀ i, i ≠ g → E i ≠ E2 → inner 𝕜 (u i) x = 0 := by
  rw [← sub_eq_zero, energy_error_sub h g hx, Finset.sum_eq_zero_iff_of_nonneg
    (fun i hi => mul_nonneg (sub_nonneg.2 (hlow i (Finset.ne_of_mem_erase hi))) (sq_nonneg _))]
  simp [sub_eq_zero, or_iff_not_imp_left]

/-- If every `E i` with `i ≠ g` is at most `Emax`, the upper bound is an equality for a unit vector
exactly when it has no component on the levels `i ≠ g` with `E i ≠ Emax`. -/
theorem upper_bound_eq_iff (h : IsEigenbasis H u E) (g : ι) {Emax : ℝ}
    (hhigh : ∀ i, i ≠ g → E i ≤ Emax) {x : V} (hx : ‖x‖ = 1) :
    energy H x - E g = (Emax - E g) * sinSq 𝕜 (u g) x ↔
      ∀ i, i ≠ g → E i ≠ Emax → inner 𝕜 (u i) x = 0 := by
  rw [← sub_eq_zero, energy_error_sub h g hx, Finset.sum_eq_zero_iff_of_nonpos
    (fun i hi => mul_nonpos_of_nonpos_of_nonneg
      (sub_nonpos.2 (hhigh i (Finset.ne_of_mem_erase hi))) (sq_nonneg _))]
  simp [sub_eq_zero, or_iff_not_imp_left]

/-- Eckart's criterion: if `E2 > E g` and every `E i` with `i ≠ g` is at least `E2`, the squared
overlap of a unit vector with `u g` is at least one minus the energy error divided by the gap
`E2 - E g`. -/
theorem eckart_overlap_bound (h : IsEigenbasis H u E) (g : ι) {E2 : ℝ} (hgap : E g < E2)
    (hlow : ∀ i, i ≠ g → E2 ≤ E i) {x : V} (hx : ‖x‖ = 1) :
    1 - (energy H x - E g) / (E2 - E g) ≤ ‖inner 𝕜 (u g) x‖ ^ 2 := by
  have hb : (E2 - E g) * sinSq 𝕜 (u g) x ≤ energy H x - E g := by
    rw [← sub_nonneg, energy_error_sub h g hx]
    exact Finset.sum_nonneg fun i hi => mul_nonneg
      (sub_nonneg.2 (hlow i (Finset.ne_of_mem_erase hi))) (sq_nonneg _)
  have hs : sinSq 𝕜 (u g) x ≤ (energy H x - E g) / (E2 - E g) := by
    rw [le_div_iff₀ (sub_pos.2 hgap), mul_comm]
    exact hb
  unfold sinSq at hs
  linarith

/-- If no eigenvalue exceeds `Emax`, the energy error of a unit vector is at most `Emax - E g`
times its squared distance to any multiple of `u g`. -/
theorem energy_error_le_dist_sq (h : IsEigenbasis H u E) (g : ι) {Emax : ℝ}
    (hmax : ∀ i, E i ≤ Emax) {x : V} (hx : ‖x‖ = 1) (c : 𝕜) :
    energy H x - E g ≤ (Emax - E g) * ‖x - c • u g‖ ^ 2 := by
  -- subtracting a multiple of `u g` leaves all other components unchanged
  have hs : sinSq 𝕜 (u g) x ≤ ‖x - c • u g‖ ^ 2 := by
    rw [sinSq_eq_sum u g hx, ← u.sum_sq_norm_inner_right (x - c • u g)]
    calc ∑ i ∈ Finset.univ.erase g, ‖inner 𝕜 (u i) x‖ ^ 2
        = ∑ i ∈ Finset.univ.erase g, ‖inner 𝕜 (u i) (x - c • u g)‖ ^ 2 := by
          refine Finset.sum_congr rfl fun i hi => ?_
          have ho : inner 𝕜 (u i) (u g) = 0 :=
            u.orthonormal.2 (Finset.ne_of_mem_erase hi)
          rw [inner_sub_right, inner_smul_right, ho, mul_zero, sub_zero]
      _ ≤ ∑ i, ‖inner 𝕜 (u i) (x - c • u g)‖ ^ 2 :=
          Finset.sum_le_sum_of_subset_of_nonneg (Finset.erase_subset _ _)
            fun i _ _ => sq_nonneg _
  exact (energy_error_bounds h g (E2 := E g - ∑ i, |E g - E i|)
    (fun i _ => by
      have h1 := Finset.single_le_sum (f := fun i => |E g - E i|)
        (fun j _ => abs_nonneg _) (Finset.mem_univ i)
      have h2 := le_abs_self (E g - E i)
      linarith)
    (fun i _ => hmax i) hx).2.trans
    (mul_le_mul_of_nonneg_left hs (sub_nonneg.2 (hmax g)))

end

end RayleighEnergyError
```

```lean
#print axioms RayleighEnergyError.energy_error_bounds
#print axioms RayleighEnergyError.upper_bound_eq_iff
#print axioms RayleighEnergyError.eckart_overlap_bound
#print axioms RayleighEnergyError.energy_error_le_dist_sq
```

```
'RayleighEnergyError.energy_error_bounds' depends on axioms: [propext, Classical.choice, Quot.sound]
'RayleighEnergyError.upper_bound_eq_iff' depends on axioms: [propext, Classical.choice, Quot.sound]
'RayleighEnergyError.eckart_overlap_bound' depends on axioms: [propext, Classical.choice, Quot.sound]
'RayleighEnergyError.energy_error_le_dist_sq' depends on axioms: [propext, Classical.choice, Quot.sound]
```

## From the expansion to the bounds in Lean

`energy_eq_sum` is the weighted average. Its step `hx` expands $Hx$ in the eigenbasis, and `key` turns the product of an overlap and its conjugate into a squared modulus. This lemma does not need $x$ to be normalised.

`sinSq_eq_sum` combines Parseval's identity with the splitting of the full sum into the term `g` and the rest. In Lean the rest is a sum over `Finset.univ.erase g`.

`energy_error_sub` is the identity with the reference energy $c$. The `simp only` call separates $\sum(E_i-c)w_i$ into two sums, the second of which is then rewritten as $c\sin^2\theta$. The closing `linear_combination` inserts the energy expansion and the splitting of its sum.

In `energy_error_bounds` each inequality is first written as a statement about the sign of a difference. The identity then replaces the difference by a sum, and `Finset.sum_nonneg` or `Finset.sum_nonpos` settles it term by term.

`lower_bound_eq_iff` and `upper_bound_eq_iff` apply the criterion for a one-signed sum to vanish. The final `simp` reads each vanishing product as "either $E_i$ equals the edge or the overlap is zero". Each theorem assumes only the edge that it uses.

`eckart_overlap_bound` proves the lower bound again from the identity, because it assumes no upper edge, and then divides by the positive gap.

In `energy_error_le_dist_sq` the scalar $\alpha$ is called `c`. The step `hs` compares the components of $x$ and $x-\alpha u_g$ and shows that $\sin^2\theta$ is at most the squared distance. The proof then calls `energy_error_bounds`, which also asks for a lower edge. It supplies $E_g-\sum_i|E_g-E_i|$, a number that no level lies below, and uses only the upper half of the result.

Finally, `isEigenbasis_witness` checks the eigenbasis relation and the level bounds for $\mathrm{diag}(0,1,3)$, the Hamiltonian of the numerical example.
